# A real orthogonal projector whose diagonal entries are 1 on a set of orbitals and 0 elsewhere is the projector on that set

In a finite orthonormal basis of real spin orbitals (or of the orbitals of one spin, each holding at most one electron), a real symmetric idempotent matrix `Q` can be read as the one-particle density matrix of a single Slater determinant. Its diagonal entries are then the occupations of the basis orbitals, numbers between 0 and 1; they are not its eigenvalues, which are always 0 or 1. The failing theorem, `eq_occProj_of_occupations`, takes such a `Q` with the same trace as the projector on a chosen set `O` of basis orbitals, and supposes that its diagonal is 1 on `O` and 0 elsewhere. It concludes that `Q` is that projector, so that all its off-diagonal elements vanish. The attempt uses the fact that each diagonal entry equals the sum of the squares in its row: when the entry is 0 or 1, its own square already accounts for the whole sum, and nothing is left for the other entries.

The failing Lean file:

```lean
import Mathlib

open Matrix

namespace LevelShiftLocking

noncomputable section

variable {n : Type*} [Fintype n] [DecidableEq n]

/-- The projector on the orbitals in the index set `O`. -/
def occProj (O : Finset n) : Matrix n n ℝ :=
  Matrix.diagonal fun i => if i ∈ O then 1 else 0

/-- A real symmetric idempotent matrix with the same trace as the projector on `O`. -/
structure IsCompetitor (O : Finset n) (Q : Matrix n n ℝ) : Prop where
  symm : Qᵀ = Q
  idem : Q * Q = Q
  trace_eq : Q.trace = (occProj O).trace

omit [Fintype n] in
lemma occProj_self (O : Finset n) (i : n) :
    occProj O i i = if i ∈ O then 1 else 0 := by
  simp [occProj]

/-- Each diagonal entry of a competitor `Q` is the sum of the squares of the entries in its row. -/
theorem occupation_eq_sum_sq {O : Finset n} {Q : Matrix n n ℝ} (hQ : IsCompetitor O Q)
    (i : n) : Q i i = ∑ j, Q i j ^ 2 := by
  have h := congrFun (congrFun hQ.idem i) i
  rw [Matrix.mul_apply] at h
  refine h.symm.trans (Finset.sum_congr rfl fun j _ => ?_)
  have hs : Q j i = Q i j := congrFun (congrFun hQ.symm i) j
  rw [hs, sq]

/-- A competitor with the same orbital occupations as the projector on `O` is that projector. -/
theorem eq_occProj_of_occupations {O : Finset n} {Q : Matrix n n ℝ}
    (hQ : IsCompetitor O Q) (hd : ∀ i, Q i i = occProj O i i) : Q = occProj O := by
  ext i j
  by_cases hij : i = j
  · subst hij
    exact hd i
  · have h := occupation_eq_sum_sq hQ i
    have h1 := Finset.add_sum_erase Finset.univ (fun j => Q i j ^ 2) (Finset.mem_univ i)
    have h2 : Q i j ^ 2 ≤ ∑ k ∈ Finset.univ.erase i, Q i k ^ 2 :=
      Finset.single_le_sum (f := fun k => Q i k ^ 2) (fun k _ => sq_nonneg _)
        (Finset.mem_erase.2 ⟨Ne.symm hij, Finset.mem_univ j⟩)
    -- an occupation 0 or 1 leaves no room for off-diagonal elements
    have h3 : Q i i ^ 2 = Q i i := by
      rw [hd i, occProj_self]
      split_ifs <;> norm_num
    have h4 : Q i j ^ 2 = 0 := le_antisymm (by simp only at h1; linarith) (sq_nonneg _)
    have h5 : Q i j = 0 := pow_eq_zero_iff (two_ne_zero) |>.1 h4
    rw [h5]
    simp [occProj, hij]

end

end LevelShiftLocking
```

The compiler's answer:

```
Main.lean:51:47: error: `simp` made no progress

Note: The target expression is not type-correct under the `implicit` transparency level, which may have triggered the failure. This is usually caused by unfolding of semireducible definitions in prior tactic steps. Use `set_option linter.tacticCheckInstances true` to investigate the source of the issue.
Full error:
  function expected
    Q i
```

The mended proof, as a diff:

```diff
@@ -41,5 +41,6 @@
     exact hd i
   · have h := occupation_eq_sum_sq hQ i
-    have h1 := Finset.add_sum_erase Finset.univ (fun j => Q i j ^ 2) (Finset.mem_univ i)
+    have h1 : Q i i ^ 2 + ∑ k ∈ Finset.univ.erase i, Q i k ^ 2 = ∑ k, Q i k ^ 2 :=
+      Finset.add_sum_erase Finset.univ (fun k => Q i k ^ 2) (Finset.mem_univ i)
     have h2 : Q i j ^ 2 ≤ ∑ k ∈ Finset.univ.erase i, Q i k ^ 2 :=
       Finset.single_le_sum (f := fun k => Q i k ^ 2) (fun k _ => sq_nonneg _)
@@ -49,5 +50,5 @@
       rw [hd i, occProj_self]
       split_ifs <;> norm_num
-    have h4 : Q i j ^ 2 = 0 := le_antisymm (by simp only at h1; linarith) (sq_nonneg _)
+    have h4 : Q i j ^ 2 = 0 := le_antisymm (by linarith) (sq_nonneg _)
     have h5 : Q i j = 0 := pow_eq_zero_iff (two_ne_zero) |>.1 h4
     rw [h5]
```

What went wrong. The error falls on `simp only at h1`, in the proof of `h4`. The call was meant to beta-reduce, that is, to apply the function `fun j => Q i j ^ 2` to its arguments in the statement of `Finset.add_sum_erase`. Lean had already done this when it inferred the type of `h1`: substituting an explicit function for `f` in `f a` and `f x` reduces the applications on the spot. With no lemmas supplied there was nothing else to rewrite, and `simp` fails when it changes nothing.

The note under the error is a side diagnostic printed after the failure. `Q` has type `Matrix n n ℝ`, and Lean must unfold the definition `Matrix` to see that `Q i` is a legitimate application. The check at the `implicit` transparency level does not unfold it, hence "function expected". This holds for any statement that mentions an entry of `Q`, and it is not what stopped `simp` here.

Deleting the `simp only` call removes the failing step. `linarith` then proves `Q i j ^ 2 ≤ 0`: by `h`, `h1` and `h3` the sum of the off-diagonal squares in row `i` equals `Q i i - Q i i ^ 2 = 0`, and `h2` bounds `Q i j ^ 2` by that sum. The other change writes out the statement of `h1` explicitly. It is the form Lean had already inferred, so it makes the proof easier to read but is not what cures the error.
